# With the diffusive transmission density, zero-energy Andreev and normal conductances are equal

A disordered metallic wire is connected at one end to a normal reservoir and at the other, through an ideal interface without a barrier, to a superconductor. At energies far below the superconducting gap, an electron arriving at the superconductor cannot enter it as a single quasiparticle. It is reflected as a hole, and a charge of $2e$ passes into the condensate. A perfectly transmitting channel therefore conducts twice as well as it would in the normal state, while a nearly closed channel conducts much worse, because both the electron and the hole have to get through. A diffusive wire has channels of both kinds, so it is not obvious whether the superconductor raises or lowers its total conductance.

If the transmissions follow the diffusive density $1/(T\sqrt{1-T})$, then at zero energy and zero magnetic field it does neither: the two total conductances are equal. The gain and the loss can also be followed separately. Wherever the channels are divided into a more transparent and a more opaque group, the first gains exactly what the second loses.

The integrals below are Lebesgue integrals over a real transmission $T$, taken from Mathlib.

```lean
import Mathlib

open MeasureTheory Set

namespace DiffusiveAndreevReentrance

noncomputable section
```

## Conductance of one channel

The channels here are the eigenchannels of the disordered region, which are in general superpositions of the modes of the lead. Let $T$ be the probability that an electron in such a channel crosses the disordered region in the normal state; it is an eigenvalue of the product of the transmission matrix and its Hermitian conjugate. In units of $2e^2/h$, its normal conductance is $T$. With the superconductor attached, at zero energy and zero magnetic field, multiple reflection between the disorder and an ideal interface gives the probability $T^2/(2-T)^2$ for an electron to return as a hole. Each such event transfers two electron charges, so the conductance is

$$g_A(T)=\frac{2T^2}{(2-T)^2}.$$

This equals $2$ at $T=1$ and behaves as $T^2/2$ for small $T$. The formula enters as a definition; the scattering problem behind it, for non-interacting quasiparticles, is not solved here.

```lean
/-- Zero-energy conductance of one channel of transmission `T` between a normal metal and a
superconductor, in units of `2e²/h`. -/
def andreevConductance (T : ℝ) : ℝ := 2 * T ^ 2 / (2 - T) ^ 2
```

## Distribution of transmissions in a diffusive wire

The second physical input is the density of transmission values,

$$w(T)=\frac{1}{T\sqrt{1-T}},\qquad 0<T<1,$$

up to a constant prefactor. It describes a conductor much longer than the mean free path but much shorter than the localisation length, to leading order in the number of channels. It is large near $T=0$ and near $T=1$, so most channels are nearly closed and a sizeable group is nearly open. The density is postulated and not derived from a model of disorder.

```lean
/-- Density of transmission values in a diffusive conductor, up to a constant prefactor. -/
def diffusiveWeight (T : ℝ) : ℝ := 1 / (T * √(1 - T))
```

The contribution of the channels with transmission between $a$ and $b$ to a quantity $g$ is

$$S_g(a,b)=\int_a^b g(T)\,w(T)\,dT .$$

In Lean this is `channelSum g a b`. The Andreev conductance is obtained with `andreevConductance` in place of `g`, and the normal conductance with the identity function `fun T => T`. The omitted prefactor multiplies both sums alike, so it does not affect their comparison.

A real wire has finitely many channels, and its density is cut off at very small $T$. Here the integral runs down to $T=0$. The number of channels would then diverge, but the conductances do not, since $T\,w(T)$ tends to $1$ and $g_A(T)\,w(T)$ tends to $0$ as $T\to0$.

```lean
/-- Contribution of the channels with transmission between `a` and `b` to the quantity `g`,
summed with the diffusive density. -/
def channelSum (g : ℝ → ℝ) (a b : ℝ) : ℝ := ∫ T in a..b, g T * diffusiveWeight T
```

## Primitives in terms of the reflection amplitude

Write $s(T)=\sqrt{1-T}$ for the modulus of the normal-state reflection amplitude. The chain rule gives, for $T<1$,

$$s'(T)=-\frac{1}{2s(T)} .$$

The Lean proof differentiates $1-x$ and then the square root, which is allowed because $1-T$ is not zero.

```lean
/-- The reflection amplitude `√(1 - T)` has derivative `-1 / (2√(1 - T))` for `T < 1`. -/
theorem hasDerivAt_reflection {T : ℝ} (h1 : T < 1) :
    HasDerivAt (fun x : ℝ => √(1 - x)) (-1 / (2 * √(1 - T))) T :=
  ((hasDerivAt_id' T).const_sub 1).sqrt (sub_pos.2 h1).ne'
```

The derivative diverges at $T=1$, and so do both weighted conductances. Their integrals are nevertheless finite, by a general argument. Suppose that $F$ is continuous on $[a,b]$ and that $F'=f\ge 0$ on the open interval $(a,b)$. Suppose also that $f$ is continuous on $(a,b)$, as both weighted conductances are for $0<T<1$. For $a<a'<b'<b$, the integral of $f$ from $a'$ to $b'$ is then $F(b')-F(a')$. As $a'\to a$ and $b'\to b$, these integrals increase, because $f\ge0$, and they converge to $F(b)-F(a)$, because $F$ is continuous. Hence $f$ is integrable and

$$\int_a^b f(x)\,dx=F(b)-F(a).$$

The lemma `integral_of_primitive` states both conclusions without requiring $f$ to be continuous, and for $a=b$ the formula reduces to $0=0$. Its proof takes integrability from a Mathlib theorem on nonnegative derivatives, and then applies the fundamental theorem of calculus in the form that needs differentiability only in the interior.

```lean
/-- A nonnegative density with a primitive continuous up to the endpoints is integrable, and its
integral is the difference of the endpoint values of the primitive. -/
theorem integral_of_primitive {F f : ℝ → ℝ} {a b : ℝ} (hab : a ≤ b)
    (hc : ContinuousOn F (Icc a b)) (hd : ∀ x ∈ Ioo a b, HasDerivAt F (f x) x)
    (hp : ∀ x ∈ Ioo a b, 0 ≤ f x) :
    IntervalIntegrable f volume a b ∧ ∫ x in a..b, f x = F b - F a := by
  have hc' : ContinuousOn F (uIcc a b) := by rwa [uIcc_of_le hab]
  have hd' : ∀ x ∈ Ioo (min a b) (max a b), HasDerivAt F (f x) x := by
    rwa [min_eq_left hab, max_eq_right hab]
  have hp' : ∀ x ∈ Ioo (min a b) (max a b), 0 ≤ f x := by
    rwa [min_eq_left hab, max_eq_right hab]
  have hi : IntervalIntegrable f volume a b :=
    intervalIntegral.intervalIntegrable_deriv_of_nonneg hc' hd' hp'
  exact ⟨hi, intervalIntegral.integral_eq_sub_of_hasDerivAt_of_le hab hc hd hi⟩
```

## Andreev conductance of a window of channels

The weighted Andreev conductance is

$$g_A(T)\,w(T)=\frac{2T}{(2-T)^2\,s(T)} .$$

A primitive is $F_A(T)=-4s(T)/(2-T)$. The quotient rule gives

$$F_A'(T)=-4\,\frac{s'(T)(2-T)+s(T)}{(2-T)^2}
=\frac{2\left[(2-T)-2s(T)^2\right]}{(2-T)^2\,s(T)} .$$

Since $s^2=1-T$, the bracket is $(2-T)-2(1-T)=T$, and the weighted conductance is recovered. For $0\le a\le b\le1$ it follows that

$$S_A(a,b)=\frac{4\sqrt{1-a}}{2-a}-\frac{4\sqrt{1-b}}{2-b}.$$

The theorem `andreev_window` states this formula together with integrability on the window. Its proof supplies $F_A$ to the preceding lemma and then meets the three conditions:

- $F_A$ is continuous up to and including $T=1$, because $2-T$ stays positive.
- Its derivative is the weighted conductance. Here `field_simp` clears the denominators, and `nlinarith [hsq]` uses $s^2=1-T$ as in the bracket above.
- The weighted conductance is nonnegative, which `positivity` reads off from its factors.

```lean
/-- The weighted Andreev conductance is integrable over any window of transmissions in `[0, 1]`,
and its integral has a closed form. -/
theorem andreev_window {a b : ℝ} (ha : 0 ≤ a) (hab : a ≤ b) (hb : b ≤ 1) :
    IntervalIntegrable (fun T => andreevConductance T * diffusiveWeight T) volume a b ∧
    channelSum andreevConductance a b = 4 * √(1 - a) / (2 - a) - 4 * √(1 - b) / (2 - b) := by
  have h := integral_of_primitive (F := fun x => -(4 * √(1 - x) / (2 - x)))
    (f := fun T => andreevConductance T * diffusiveWeight T) hab ?_ ?_ ?_
  · refine ⟨h.1, ?_⟩
    unfold channelSum
    rw [h.2]
    ring
  · -- the primitive is continuous, also at perfect transmission
    refine ContinuousOn.neg (ContinuousOn.div (by fun_prop) (by fun_prop) ?_)
    intro x hx
    have h2 : 0 < 2 - x := by linarith [hx.2]
    exact h2.ne'
  · intro T hT
    have h0 : 0 < T := lt_of_le_of_lt ha hT.1
    have h1 : T < 1 := lt_of_lt_of_le hT.2 hb
    have h2 : 2 - T ≠ 0 := by linarith
    have hs : 0 < √(1 - T) := Real.sqrt_pos.2 (sub_pos.2 h1)
    have hsq : √(1 - T) ^ 2 = 1 - T := Real.sq_sqrt (sub_pos.2 h1).le
    have hd := (((hasDerivAt_reflection h1).const_mul 4).fun_div
      ((hasDerivAt_id' T).const_sub 2) h2).fun_neg
    refine hd.congr_deriv ?_
    -- the two sides agree because the squared reflection amplitude is `1 - T`
    unfold andreevConductance diffusiveWeight
    field_simp
    nlinarith [hsq]
  · intro T hT
    have h0 : 0 < T := lt_of_le_of_lt ha hT.1
    simp only [andreevConductance, diffusiveWeight]
    positivity
```

## Normal conductance of the same window

For the normal state the factor $T$ cancels the one in the density:

$$T\,w(T)=\frac{1}{s(T)},\qquad F_N(T)=-2s(T),\qquad F_N'(T)=\frac{1}{s(T)} .$$

Therefore

$$S_N(a,b)=2\sqrt{1-a}-2\sqrt{1-b}.$$

The proof of `normal_window` follows the same pattern. It does not need the relation $s^2=1-T$, because the derivative already has the required form once $T$ has been cancelled.

```lean
/-- The weighted normal conductance is integrable over any window of transmissions in `[0, 1]`,
and its integral has a closed form. -/
theorem normal_window {a b : ℝ} (ha : 0 ≤ a) (hab : a ≤ b) (hb : b ≤ 1) :
    IntervalIntegrable (fun T => T * diffusiveWeight T) volume a b ∧
    channelSum (fun T => T) a b = 2 * √(1 - a) - 2 * √(1 - b) := by
  have h := integral_of_primitive (F := fun x => -(2 * √(1 - x)))
    (f := fun T => T * diffusiveWeight T) hab (by fun_prop) ?_ ?_
  · refine ⟨h.1, ?_⟩
    unfold channelSum
    rw [h.2]
    ring
  · intro T hT
    have h0 : 0 < T := lt_of_le_of_lt ha hT.1
    have h1 : T < 1 := lt_of_lt_of_le hT.2 hb
    have hs : 0 < √(1 - T) := Real.sqrt_pos.2 (sub_pos.2 h1)
    refine ((hasDerivAt_reflection h1).const_mul 2).fun_neg.congr_deriv ?_
    unfold diffusiveWeight
    field_simp
  · intro T hT
    have h0 : 0 < T := lt_of_le_of_lt ha hT.1
    simp only [diffusiveWeight]
    positivity
```

## Equality over all channels

Setting $a=0$ and $b=1$ gives

$$S_A(0,1)=\frac{4}{2}-0=2,\qquad S_N(0,1)=2-0=2 .$$

The theorem `reentrance_equality` has four parts: the two weighted conductances are integrable on the interval from $0$ to $1$, and each of the two sums equals $2$. The proof inserts the endpoints into the window formulas and evaluates the numbers. To restore physical units, both sums are multiplied by $2e^2/h$ and by the prefactor of the density.

The name refers to the reentrance effect, in which the conductance of a diffusive wire attached to a superconductor rises above its normal value as the energy is lowered and returns to it at zero energy. The theorem concerns the zero-energy end of that curve. The rise at intermediate energies requires energy-dependent scattering, which this model does not contain. Also absent are a tunnel barrier at the interface, a magnetic field, and quantum corrections to the diffusive density.

```lean
/-- The Andreev and normal conductances, weighted with the diffusive density, are both integrable
from `0` to `1`, and both integrals equal `2`, in units of `2e²/h` times the density prefactor. -/
theorem reentrance_equality :
    IntervalIntegrable (fun T => andreevConductance T * diffusiveWeight T) volume 0 1 ∧
    IntervalIntegrable (fun T => T * diffusiveWeight T) volume 0 1 ∧
    channelSum andreevConductance 0 1 = 2 ∧ channelSum (fun T => T) 0 1 = 2 := by
  have hA := andreev_window le_rfl zero_le_one le_rfl
  have hN := normal_window le_rfl zero_le_one le_rfl
  refine ⟨hA.1, hN.1, ?_, ?_⟩
  · rw [hA.2]
    norm_num
  · rw [hN.2]
    norm_num
```

## Gain above and loss below a dividing transmission

Choose a transmission $t$ with $0\le t\le1$ and divide the channels there. For those above $t$, the Andreev excess is

$$S_A(t,1)-S_N(t,1)=\frac{4\sqrt{1-t}}{2-t}-2\sqrt{1-t}
=\frac{4-2(2-t)}{2-t}\sqrt{1-t}=\frac{2t\sqrt{1-t}}{2-t}.$$

For those below $t$, the deficit is

$$S_N(0,t)-S_A(0,t)=\left(2-2\sqrt{1-t}\right)-\left(2-\frac{4\sqrt{1-t}}{2-t}\right)
=\frac{2t\sqrt{1-t}}{2-t}.$$

The constants $2$ in the second line are the two total conductances, and they cancel because they are equal. At $t=0$ and at $t=1$ one of the groups is empty, and both expressions vanish.

In the proof of `excess_and_deficit`, the auxiliary identity `key` is the algebra common to both lines:

$$\frac{4\sqrt{1-t}}{2-t}=2\sqrt{1-t}+\frac{2t\sqrt{1-t}}{2-t}.$$

Each half of the theorem then substitutes the window formulas, simplifies the endpoint values, and closes with `linear_combination key`.

```lean
/-- For any dividing transmission `t`, the Andreev excess over the normal conductance from the
channels above `t` and the deficit from those below `t` are both `2t√(1 - t)/(2 - t)`. -/
theorem excess_and_deficit {t : ℝ} (h0 : 0 ≤ t) (h1 : t ≤ 1) :
    channelSum andreevConductance t 1 - channelSum (fun T => T) t 1
      = 2 * t * √(1 - t) / (2 - t) ∧
    channelSum (fun T => T) 0 t - channelSum andreevConductance 0 t
      = 2 * t * √(1 - t) / (2 - t) := by
  have h2 : 2 - t ≠ 0 := by linarith
  have key : 4 * √(1 - t) / (2 - t) = 2 * √(1 - t) + 2 * t * √(1 - t) / (2 - t) := by
    rw [← sub_eq_iff_eq_add, div_sub_div_same, div_eq_iff h2]
    ring
  constructor
  · rw [(andreev_window h0 h1 le_rfl).2, (normal_window h0 h1 le_rfl).2]
    simp only [sub_self, Real.sqrt_zero]
    linear_combination key
  · rw [(andreev_window le_rfl h0 h1).2, (normal_window le_rfl h0 h1).2]
    simp only [sub_zero, Real.sqrt_one]
    linear_combination key
```

For $0<t<1$ the factors $t$, $\sqrt{1-t}$ and $2-t$ are all positive, so the common value is strictly positive:

$$S_A(0,t)<S_N(0,t),\qquad S_N(t,1)<S_A(t,1).$$

These inequalities compare groups of channels, not single ones. If $t$ is small, the upper group contains channels that individually conduct less with the superconductor than without it, yet the group as a whole gains, because its nearly open channels outweigh them. The proof of `opaque_lose_transparent_gain` establishes the positivity of the common value and combines it with the two equations of the preceding theorem.

For a numerical scattering calculation on a non-interacting disordered wire, the window formulas, multiplied by the prefactor of the density, provide reference values in units of $2e^2/h$ for the contribution of each range of transmissions, to the extent that the computed transmission eigenvalues follow the diffusive density. The transmission probabilities of the individual lead modes cannot be used in their place.

```lean
/-- For every `t` strictly between `0` and `1`, the channels below `t` together conduct less with
the superconductor than in the normal state, and the channels above `t` together conduct more. -/
theorem opaque_lose_transparent_gain {t : ℝ} (h0 : 0 < t) (h1 : t < 1) :
    channelSum andreevConductance 0 t < channelSum (fun T => T) 0 t ∧
    channelSum (fun T => T) t 1 < channelSum andreevConductance t 1 := by
  have h := excess_and_deficit h0.le h1.le
  have hs : 0 < √(1 - t) := Real.sqrt_pos.2 (sub_pos.2 h1)
  have h2 : 0 < 2 - t := by linarith
  have hpos : 0 < 2 * t * √(1 - t) / (2 - t) := by positivity
  constructor
  · linarith [h.2]
  · linarith [h.1]

end

end DiffusiveAndreevReentrance
```

```lean
#print axioms DiffusiveAndreevReentrance.reentrance_equality
#print axioms DiffusiveAndreevReentrance.opaque_lose_transparent_gain
```

```
'DiffusiveAndreevReentrance.reentrance_equality' depends on axioms: [propext, Classical.choice, Quot.sound]
'DiffusiveAndreevReentrance.opaque_lose_transparent_gain' depends on axioms: [propext, Classical.choice, Quot.sound]
```
